# The unperturbed energy fixes the quartic oscillator's first two energy derivatives at zero coupling

Take \(H = p^2/2 + x^2/2 + g x^4\) with \(\hbar = m = \omega = 1\) and \(g \ge 0\). For one level, let \(E(g)\) be the energy and \(m_k(g) = \langle x^k\rangle\) the normalised moments; derivatives at \(g=0\) are taken from the right.

Second-order perturbation theory normally has me sum over intermediate states. Hypervirial relations are said to give \(E''(0)\) from \(E(0)\) alone. But \(E' = m_4\), so I need \(m_4'(0)\), and the relation for \(m_4\) contains \(g\,m_6\). Don't I then need to know how \(m_6\) responds to the perturbation?

## Only the value of \(m_6\) at zero coupling enters

No: the factor \(g\) removes the response of \(m_6\), and its unperturbed value follows from one more relation.

**Where the relations come from.** Write \(V = x^2/2 + g x^4\). Let \(\psi\) be real with \(\psi'' = 2(V-E)\psi\), and let \(f\) be a polynomial weight. Define

\[
F = f\psi'^2 - f'\psi\psi' + \left(\tfrac12 f'' + 2f(E-V)\right)\psi^2 .
\]

On differentiating, the \(f'\psi'^2\) and \(f''\psi\psi'\) terms cancel. The Schrödinger equation turns \(2f\psi'\psi''\) into \(-4f(E-V)\psi\psi'\), which also cancels, and \(-f'\psi\psi''\) into \(2f'(E-V)\psi^2\). Hence

\[
F' = \left(4f'(E-V) - 2fV' + \tfrac12 f'''\right)\psi^2 .
\]

If \(F\) vanishes at both ends, the right side integrates to zero. Dividing by \(\int\psi^2\), the weights \(x\), \(x^3\) and \(x^5\) (the last at \(g=0\)) give

\[
E = m_2 + 3g m_4,\qquad 6E m_2 = 4m_4 + 10 g m_6 - \tfrac32,
\]
\[
10E m_4 = 6m_6 - 15 m_2 \quad (g=0).
\]

**Unperturbed moments.** With \(e = E(0)\), these give in turn

\[
m_2(0)=e,\quad m_4(0)=\tfrac38(4e^2+1),\quad m_6(0)=\tfrac58 e(4e^2+5).
\]

The middle value is \(E'(0)\).

**Second derivative.** Substituting \(m_2 = E - 3g m_4\) into the cubic relation gives

\[
m_4\,(4+18gE) = 6E^2 + \tfrac32 - 10 g m_6 .
\]

The difference quotient of \(g m_6\) at zero is \(g m_6(g)/g = m_6(g)\), which tends to \(m_6(0)\) by continuity. So \(g m_6\) is differentiable at zero, and since \(4+18gE\) is nonzero near there, solving for \(m_4\) shows that \(m_4\) is too. Differentiating the relation at zero,

\[
4m_4'(0) + 18e\,m_4(0) = 12e\,m_4(0) - 10m_6(0),
\]

so \(E''(0) = m_4'(0) = -e(68e^2+67)/8\). For \(e=\tfrac12\), the derivatives are \(3/4\) and \(-21/4\).

**In an order-by-order calculation**, write \(m_k = m_k^{(0)} + g\,m_k^{(1)} + \dots\). For the ground state, the virial relation gives \(m_2^{(1)} = \tfrac34 - \tfrac94 = -\tfrac32\). The cubic relation at order \(g\) then reads \(-\tfrac94 = 4m_4^{(1)} + \tfrac{75}{4}\), so \(m_4^{(1)} = -\tfrac{21}{4}\). The energy coefficient of \(g^2\) is half of this, \(-\tfrac{21}{8}\). For a single vibrational mode with a purely quartic anharmonicity, this gives the second-order shift without a sum over states.

**What the Lean statements say.** `HypervirialFamily` collects the assumptions on four real functions: `slope` is \(E'=m_4\), the Hellmann–Feynman relation; `virial`, `cubic` and `quintic` are the three relations above; `cont` is right-continuity of \(m_6\) at zero, meaning that \(\langle x^6\rangle\) does not jump when the coupling is switched on. `energy_derivatives` concludes both formulas, with \(E''(0)\) expressed as the right derivative of `derivWithin E (Set.Ici 0)`. `ground_state` and `excited_level` insert \(e=\tfrac12\) and \(e=n+\tfrac12\).

`quartic_hypervirial` proves the integral identity for an unnormalised \(\psi\), assuming that \(\psi\) solves the Schrödinger equation, that the integrand is integrable and that `flux` tends to zero at infinity. Here `flux` is \(F\), not the probability current. The step left to physics is that the oscillator's actual eigenstates, followed in \(g\), form a `HypervirialFamily`.

```lean
import Mathlib

open Filter Topology MeasureTheory

namespace QuarticHypervirial

/-- The hypervirial flux of a real wavefunction `ψ` with slope `ψ₁` at energy `E` in the
potential `V`, for a weight `f` with first and second derivatives `f₁`, `f₂`. -/
noncomputable def flux (E : ℝ) (V f f₁ f₂ ψ ψ₁ : ℝ → ℝ) (x : ℝ) : ℝ :=
  f x * (ψ₁ x * ψ₁ x) - f₁ x * (ψ x * ψ₁ x)
    + (f₂ x / 2 + 2 * f x * (E - V x)) * (ψ x * ψ x)

/-- Local hypervirial identity: if `-ψ''/2 + V ψ = E ψ` at `x`, the flux has derivative
`(4 f' (E - V) - 2 f V' + f'''/2) ψ²` there. -/
theorem flux_deriv {E x V' f₃ : ℝ} {V f f₁ f₂ ψ ψ₁ : ℝ → ℝ}
    (hV : HasDerivAt V V' x) (hf : HasDerivAt f (f₁ x) x)
    (hf₁ : HasDerivAt f₁ (f₂ x) x) (hf₂ : HasDerivAt f₂ f₃ x)
    (hψ : HasDerivAt ψ (ψ₁ x) x) (hψ₁ : HasDerivAt ψ₁ (2 * (V x - E) * ψ x) x) :
    HasDerivAt (flux E V f f₁ f₂ ψ ψ₁)
      ((4 * f₁ x * (E - V x) - 2 * f x * V' + f₃ / 2) * ψ x ^ 2) x := by
  have a := hf.fun_mul (hψ₁.fun_mul hψ₁)
  have b := hf₁.fun_mul (hψ.fun_mul hψ₁)
  have c := ((hf₂.div_const 2).fun_add ((hf.const_mul 2).fun_mul (hV.const_sub E))).fun_mul
    (hψ.fun_mul hψ)
  exact ((a.fun_sub b).fun_add c).congr_deriv (by ring)

/-- Hypervirial relations of the quartic oscillator `x²/2 + g x⁴` for the weight
`a x + b x³ + c x⁵`, for a real solution `ψ` of its Schrödinger equation at energy `E`, when the
flux vanishes at infinity and the integrand is integrable. -/
theorem quartic_hypervirial {g E a b c : ℝ} {ψ ψ₁ : ℝ → ℝ}
    (hψ : ∀ x, HasDerivAt ψ (ψ₁ x) x)
    (hψ₁ : ∀ x, HasDerivAt ψ₁ (2 * (1 / 2 * x ^ 2 + g * x ^ 4 - E) * ψ x) x)
    (hb : Tendsto (flux E (fun x => 1 / 2 * x ^ 2 + g * x ^ 4)
      (fun x => a * x + b * x ^ 3 + c * x ^ 5) (fun x => a + 3 * b * x ^ 2 + 5 * c * x ^ 4)
      (fun x => 6 * b * x + 20 * c * x ^ 3) ψ ψ₁) (cocompact ℝ) (𝓝 0))
    (hI : Integrable (fun x => (a * (4 * E - 4 * x ^ 2 - 12 * g * x ^ 4)
      + b * (3 + 12 * E * x ^ 2 - 8 * x ^ 4 - 20 * g * x ^ 6)
      + c * (30 * x ^ 2 + 20 * E * x ^ 4 - 12 * x ^ 6 - 28 * g * x ^ 8)) * ψ x ^ 2)) :
    ∫ x, (a * (4 * E - 4 * x ^ 2 - 12 * g * x ^ 4)
      + b * (3 + 12 * E * x ^ 2 - 8 * x ^ 4 - 20 * g * x ^ 6)
      + c * (30 * x ^ 2 + 20 * E * x ^ 4 - 12 * x ^ 6 - 28 * g * x ^ 8)) * ψ x ^ 2 = 0 := by
  have p : ∀ (r : ℝ) (n : ℕ) (x : ℝ),
      HasDerivAt (fun y : ℝ => r * y ^ n) (r * (n * x ^ (n - 1))) x :=
    fun r n x => (hasDerivAt_pow n x).const_mul r
  have l : ∀ r x : ℝ, HasDerivAt (fun y : ℝ => r * y) r x :=
    fun r x => ((hasDerivAt_id' x).const_mul r).congr_deriv (mul_one r)
  refine (integral_of_hasDerivAt_of_tendsto (fun x => ?_) hI
    (hb.mono_left atBot_le_cocompact) (hb.mono_left atTop_le_cocompact)).trans (sub_zero 0)
  -- derivatives of the potential and of the weight
  have hV := (p (1 / 2) 2 x).fun_add (p g 4 x)
  have hf : HasDerivAt (fun y : ℝ => a * y + b * y ^ 3 + c * y ^ 5)
      (a + 3 * b * x ^ 2 + 5 * c * x ^ 4) x :=
    (((l a x).fun_add (p b 3 x)).fun_add (p c 5 x)).congr_deriv (by
      simp only [Nat.cast_ofNat, Nat.reduceSub]
      ring)
  have hf₁ : HasDerivAt (fun y : ℝ => a + 3 * b * y ^ 2 + 5 * c * y ^ 4)
      (6 * b * x + 20 * c * x ^ 3) x :=
    (((p (3 * b) 2 x).const_add a).fun_add (p (5 * c) 4 x)).congr_deriv (by
      simp only [Nat.cast_ofNat, Nat.reduceSub]
      ring)
  have hf₂ := (l (6 * b) x).fun_add (p (20 * c) 3 x)
  exact (flux_deriv hV hf hf₁ hf₂ (hψ x) (hψ₁ x)).congr_deriv (by
    simp only [Nat.cast_ofNat, Nat.reduceSub]
    ring)

/-- Energy and moments as functions of the coupling `g ≥ 0`, tied by `E' = m4`, the virial and
cubic hypervirial relations, and the quintic one at `g = 0`; `m6` is right-continuous at `0`. -/
structure HypervirialFamily (E m2 m4 m6 : ℝ → ℝ) : Prop where
  slope : ∀ g, 0 ≤ g → HasDerivWithinAt E (m4 g) (Set.Ici 0) g
  virial : ∀ g, 0 ≤ g → E g = m2 g + 3 * g * m4 g
  cubic : ∀ g, 0 ≤ g → 6 * E g * m2 g = 4 * m4 g + 10 * g * m6 g - 3 / 2
  quintic : 10 * E 0 * m4 0 = 6 * m6 0 - 15 * m2 0
  cont : ContinuousWithinAt m6 (Set.Ici 0) 0

/-- In a hypervirial family, the unperturbed energy `E(0)` alone fixes the first and second right
derivatives of the energy at `g = 0`. -/
theorem energy_derivatives {E m2 m4 m6 : ℝ → ℝ} (h : HypervirialFamily E m2 m4 m6) :
    HasDerivWithinAt E (3 * (4 * E 0 ^ 2 + 1) / 8) (Set.Ici 0) 0 ∧
    HasDerivWithinAt (derivWithin E (Set.Ici 0)) (-(E 0 * (68 * E 0 ^ 2 + 67)) / 8)
      (Set.Ici 0) 0 := by
  -- unperturbed moments
  have h2 : m2 0 = E 0 := by linear_combination -h.virial 0 le_rfl
  have h4 : m4 0 = 3 * (4 * E 0 ^ 2 + 1) / 8 := by
    have := h.cubic 0 le_rfl
    rw [h2] at this
    linear_combination -this / 4
  have h6 : m6 0 = 5 * E 0 * (4 * E 0 ^ 2 + 5) / 8 := by
    have := h.quintic
    rw [h2, h4] at this
    linear_combination -this / 6
  have hE := h.slope 0 le_rfl
  -- continuity of m6 suffices to differentiate g * m6 at 0
  have hg6 : HasDerivWithinAt (fun g => g * m6 g) (m6 0) (Set.Ici 0) 0 := by
    rw [hasDerivWithinAt_iff_tendsto_slope]
    refine (h.cont.mono Set.sdiff_subset).tendsto.congr' ?_
    filter_upwards [self_mem_nhdsWithin] with g hg
    have hg0 : g ≠ 0 := fun e => hg.2 e
    simp only [slope_def_field, zero_mul, sub_zero]
    rw [mul_div_cancel_left₀ _ hg0]
  have hid : HasDerivWithinAt (fun g : ℝ => g) (1 : ℝ) (Set.Ici (0 : ℝ)) (0 : ℝ) :=
    (hasDerivAt_id' (0 : ℝ)).hasDerivWithinAt
  have hgE : HasDerivWithinAt (fun g => g * E g) (E 0) (Set.Ici 0) 0 :=
    (hid.fun_mul hE).congr_deriv (by ring)
  have hnum := (((hE.fun_mul hE).const_mul 6).add_const (3 / 2)).fun_sub (hg6.const_mul 10)
  have hden := (hgE.const_mul 18).const_add 4
  have hd0 : (4 : ℝ) + 18 * (0 * E 0) ≠ 0 := by norm_num
  -- eliminate m2 and solve for m4 near g = 0
  have hm : HasDerivWithinAt m4 (-(E 0 * (68 * E 0 ^ 2 + 67)) / 8) (Set.Ici 0) 0 := by
    refine ((hnum.fun_div hden hd0).congr_of_eventuallyEq ?_ ?_).congr_deriv ?_
    · filter_upwards [self_mem_nhdsWithin,
        hden.continuousWithinAt.tendsto.eventually (eventually_ne_nhds hd0)] with g hg hne
      have hne' : 4 + 18 * (g * E g) ≠ 0 := hne
      show m4 g = (6 * (E g * E g) + 3 / 2 - 10 * (g * m6 g)) / (4 + 18 * (g * E g))
      rw [eq_div_iff hne']
      linear_combination -h.cubic g hg + 6 * E g * (-h.virial g hg)
    · simp only [h4, zero_mul, mul_zero, add_zero, sub_zero]
      ring
    · simp only [h4, h6, zero_mul, mul_zero, add_zero, sub_zero]
      ring
  have hd : ∀ g ∈ Set.Ici (0 : ℝ), derivWithin E (Set.Ici 0) g = m4 g := fun g hg =>
    (h.slope g hg).derivWithin (uniqueDiffOn_Ici 0 g hg)
  exact ⟨hE.congr_deriv h4, hm.congr hd (hd 0 (Set.mem_Ici.mpr le_rfl))⟩

/-- In a hypervirial family with `E(0) = 1/2`, `E'(0) = 3/4` and `E''(0) = -21/4`, as right
derivatives. -/
theorem ground_state {E m2 m4 m6 : ℝ → ℝ} (h : HypervirialFamily E m2 m4 m6)
    (h0 : E 0 = 1 / 2) :
    HasDerivWithinAt E (3 / 4) (Set.Ici 0) 0 ∧
    HasDerivWithinAt (derivWithin E (Set.Ici 0)) (-21 / 4) (Set.Ici 0) 0 := by
  obtain ⟨h1, h2⟩ := energy_derivatives h
  exact ⟨h1.congr_deriv (by rw [h0]; norm_num), h2.congr_deriv (by rw [h0]; norm_num)⟩

/-- In a hypervirial family with `E(0) = n + 1/2`, the first two right derivatives of the energy at
`g = 0` are these polynomials in the quantum number `n`. -/
theorem excited_level {E m2 m4 m6 : ℝ → ℝ} (h : HypervirialFamily E m2 m4 m6) (n : ℕ)
    (h0 : E 0 = n + 1 / 2) :
    HasDerivWithinAt E (3 * (2 * n ^ 2 + 2 * n + 1) / 4) (Set.Ici 0) 0 ∧
    HasDerivWithinAt (derivWithin E (Set.Ici 0))
      (-(34 * n ^ 3 + 51 * n ^ 2 + 59 * n + 21) / 4) (Set.Ici 0) 0 := by
  obtain ⟨h1, h2⟩ := energy_derivatives h
  exact ⟨h1.congr_deriv (by rw [h0]; ring), h2.congr_deriv (by rw [h0]; ring)⟩

/-- An explicit polynomial hypervirial family. -/
theorem hypervirialFamily_witness :
    HypervirialFamily (fun g => 1 / 2 + 3 / 4 * g - 21 / 8 * g ^ 2)
      (fun g => 1 / 2 - 3 / 2 * g + 105 / 8 * g ^ 2) (fun g => 3 / 4 - 21 / 4 * g)
      (fun g => 15 / 8 + 99 / 40 * g + 1323 / 160 * g ^ 2 - 1323 / 64 * g ^ 3) where
  slope g _ := by
    have d := (((hasDerivAt_id' g).const_mul (3 / 4 : ℝ)).const_add (1 / 2 : ℝ)).fun_sub
      ((hasDerivAt_pow 2 g).const_mul (21 / 8 : ℝ))
    refine (d.congr_deriv ?_).hasDerivWithinAt
    simp only [Nat.cast_ofNat, Nat.reduceSub]
    ring
  virial g _ := by ring
  cubic g _ := by ring
  quintic := by norm_num
  cont := Continuous.continuousWithinAt (by fun_prop)

end QuarticHypervirial
```

```lean
#print axioms QuarticHypervirial.quartic_hypervirial
-- 'QuarticHypervirial.quartic_hypervirial' depends on axioms: [propext, Classical.choice, Quot.sound]
#print axioms QuarticHypervirial.energy_derivatives
-- 'QuarticHypervirial.energy_derivatives' depends on axioms: [propext, Classical.choice, Quot.sound]
#print axioms QuarticHypervirial.ground_state
-- 'QuarticHypervirial.ground_state' depends on axioms: [propext, Classical.choice, Quot.sound]
#print axioms QuarticHypervirial.excited_level
-- 'QuarticHypervirial.excited_level' depends on axioms: [propext, Classical.choice, Quot.sound]
```

**How the Lean proof runs.** `flux_deriv` is the product-rule calculation of \(F'\), and `quartic_hypervirial` integrates it over the line with zero limits at both ends. In `energy_derivatives`, `h2`, `h4` and `h6` are the unperturbed moments, and `hg6` is the difference-quotient argument for \(g m_6\). For `hm`, the eliminated relation is solved for \(m_4\) and the quotient rule applied; the denominator equals 4 at zero and stays nonzero nearby by continuity. Finally, `hd` identifies \(m_4\) with the derivative of \(E\) on \(g\ge0\).

`hypervirialFamily_witness` shows that the assumptions are consistent. Its polynomials are not the oscillator's exact functions: its energy becomes negative at large \(g\).
